# The variance form of a model space vanishes on a Ritz vector exactly when its residual is zero

Let `H` be a Hermitian matrix on a finite-dimensional complex space, `P` the orthogonal projector onto a model space, and `v` a vector of that space with `P H v = E v`. The theorem `ritz_exact_iff` states that ⟨v|Wv⟩, with W = P H² P − (P H P)², is zero if and only if `H v = E v` in the full space. The vector need not be normalised and may be zero; for nonzero `v` the expectation value of W is ⟨v|Wv⟩/⟨v|v⟩, which vanishes under the same condition. The attempt uses the preceding theorem to turn the form into the squared norm of the residual `H v - E v`, then swaps the factors of that product and tries to conclude that the residual is zero.

As first written in Lean, the proof fails:

```lean
import Mathlib

open Matrix
open scoped ComplexOrder

namespace RitzExactIff

variable {n : Type*} [Fintype n] [DecidableEq n]

/-- The variance operator of a model space with projector `P`: the projected square of the
Hamiltonian minus the square of the projected Hamiltonian, `P H² P - (P H P)²`. -/
def modelVariance (H P : Matrix n n ℂ) : Matrix n n ℂ :=
  P * (H * H) * P - (P * H * P) * (P * H * P)

/-- The block `Q H P`, with `Q = 1 - P`, by which the Hamiltonian leads out of the model space. -/
def coupling (H P : Matrix n n ℂ) : Matrix n n ℂ :=
  (1 - P) * H * P

/-- For a Hermitian Hamiltonian and a Hermitian idempotent `P`, the variance operator is the
coupling block multiplied from the left by its adjoint. -/
theorem modelVariance_eq_coupling {H P : Matrix n n ℂ} (hH : H.IsHermitian)
    (hP : P.IsHermitian) (hPP : P * P = P) :
    modelVariance H P = (coupling H P)ᴴ * coupling H P := by
  have hc : (coupling H P)ᴴ = P * H * (1 - P) := by
    simp only [coupling, Matrix.conjTranspose_mul, Matrix.conjTranspose_sub,
      Matrix.conjTranspose_one, hH.eq, hP.eq, Matrix.mul_assoc]
  -- the complementary projector is idempotent too
  have hQ : (1 - P) * (1 - P) = 1 - P := by
    calc (1 - P) * (1 - P) = 1 - P - P + P * P := by noncomm_ring
      _ = 1 - P := by rw [hPP]; abel
  rw [hc]
  unfold modelVariance coupling
  calc P * (H * H) * P - (P * H * P) * (P * H * P)
      = P * (H * H) * P - P * H * (P * P) * H * P := by noncomm_ring
    _ = P * H * (1 - P) * H * P := by rw [hPP]; noncomm_ring
    _ = P * H * ((1 - P) * (1 - P)) * H * P := by rw [hQ]
    _ = P * H * (1 - P) * ((1 - P) * H * P) := by simp only [Matrix.mul_assoc]

/-- Let `H` be Hermitian and `P` a Hermitian idempotent. For a vector `v` of the model space with
`P H v = E v`, the quadratic form `⟨v|Wv⟩` of the variance operator `W` is the squared norm of the
residual `H v - E v`. -/
theorem ritz_variance_eq_residual {H P : Matrix n n ℂ} (hH : H.IsHermitian)
    (hP : P.IsHermitian) (hPP : P * P = P) {v : n → ℂ} {E : ℂ}
    (hv : P *ᵥ v = v) (hE : P *ᵥ (H *ᵥ v) = E • v) :
    star v ⬝ᵥ (modelVariance H P *ᵥ v) =
      star (H *ᵥ v - E • v) ⬝ᵥ (H *ᵥ v - E • v) := by
  -- the coupling block maps the Ritz vector to its residual
  have hr : coupling H P *ᵥ v = H *ᵥ v - E • v := by
    unfold coupling
    rw [← Matrix.mulVec_mulVec, hv, ← Matrix.mulVec_mulVec, Matrix.sub_mulVec,
      Matrix.one_mulVec, hE]
  rw [modelVariance_eq_coupling hH hP hPP, ← Matrix.mulVec_mulVec,
    Matrix.dotProduct_mulVec, ← Matrix.star_mulVec, hr]

/-- Let `H` be Hermitian and `P` a Hermitian idempotent. For a vector `v` of the model space with
`P H v = E v`, the quadratic form `⟨v|Wv⟩` of the variance operator `W` is zero exactly when
`H v = E v` holds in the full space. -/
theorem ritz_exact_iff {H P : Matrix n n ℂ} (hH : H.IsHermitian)
    (hP : P.IsHermitian) (hPP : P * P = P) {v : n → ℂ} {E : ℂ}
    (hv : P *ᵥ v = v) (hE : P *ᵥ (H *ᵥ v) = E • v) :
    star v ⬝ᵥ (modelVariance H P *ᵥ v) = 0 ↔ H *ᵥ v = E • v := by
  rw [ritz_variance_eq_residual hH hP hPP hv hE, dotProduct_comm,
    dotProduct_star_self_eq_zero, sub_eq_zero]

end RitzExactIff
```

Compiling this gives:

```
Main.lean:63:4: error: Tactic `rewrite` failed: Did not find an occurrence of the pattern
  star ?m.85 ⬝ᵥ ?m.85 = 0
in the target expression
  (H *ᵥ v - E • v) ⬝ᵥ star (H *ᵥ v - E • v) = 0 ↔ H *ᵥ v = E • v

n : Type u_1
inst✝¹ : Fintype n
inst✝ : DecidableEq n
H P : Matrix n n ℂ
hH : H.IsHermitian
hP : P.IsHermitian
hPP : P * P = P
v : n → ℂ
E : ℂ
hv : P *ᵥ v = v
hE : P *ᵥ H *ᵥ v = E • v
⊢ (H *ᵥ v - E • v) ⬝ᵥ star (H *ᵥ v - E • v) = 0 ↔ H *ᵥ v = E • v
```

The message says that a `rewrite` found no instance of `star ?m.85 ⬝ᵥ ?m.85 = 0` in the goal. This is the left side of `dotProduct_star_self_eq_zero`, which needs the conjugated vector as the first factor.

The rewrite with `ritz_variance_eq_residual` had already produced that order, with `star (H *ᵥ v - E • v)` in front. The next step, `dotProduct_comm`, exchanged the factors and left `(H *ᵥ v - E • v) ⬝ᵥ star (H *ᵥ v - E • v) = 0`, as the printed goal shows. The two products are equal, but `rw` looks for the pattern as written and does not try commutativity by itself.

The repair removes `dotProduct_comm`. Now `dotProduct_star_self_eq_zero` matches and turns the left side of the equivalence into `H *ᵥ v - E • v = 0`, which `sub_eq_zero` turns into `H *ᵥ v = E • v`, the same as the right side. Putting the remaining rewrites on one line is mere tidying.

The mended proof, as a diff:

```diff
@@ -60,6 +60,5 @@
     (hv : P *ᵥ v = v) (hE : P *ᵥ (H *ᵥ v) = E • v) :
     star v ⬝ᵥ (modelVariance H P *ᵥ v) = 0 ↔ H *ᵥ v = E • v := by
-  rw [ritz_variance_eq_residual hH hP hPP hv hE, dotProduct_comm,
-    dotProduct_star_self_eq_zero, sub_eq_zero]
+  rw [ritz_variance_eq_residual hH hP hPP hv hE, dotProduct_star_self_eq_zero, sub_eq_zero]
 
 end RitzExactIff
```
